# Disproportionation of a three-state centre: at fixed mean occupancy, one physical singly occupied fraction, strictly decreasing in the equilibrium constant

A defect or surface site that can hold zero, one or two electrons can disproportionate, $2\,\mathrm{D}^1 \rightleftharpoons \mathrm{D}^0 + \mathrm{D}^2$, where the superscript counts electrons. Let $n$ be the mean number of electrons per centre, $K$ the equilibrium constant of this reaction and $p$ the fraction of singly occupied centres. For identical centres that do not interact with one another, the mass-action law, with the empty and doubly occupied fractions eliminated as shown below, reads

$$(2-n-p)(n-p) = 4Kp^2 ,$$

a quadratic in $p$, and taken alone it does not define $p$ as a function of $K$ and $n$. At $n=1$, $K=1/16$ it reads $(1-p)^2 = p^2/4$ and has the two positive roots $p = 2/3$ and $p = 2$, so asking for $p>0$ does not select a root. The second one makes the empty and doubly occupied fractions both equal to $-1/2$, and their product is positive all the same. The usual quadratic formula adds a second difficulty: its denominator $4K-1$ vanishes at $K=1/4$, which for a single-orbital centre (degeneracies 1, 2, 1) turns out to be the case of zero correlation energy. Until one root is singled out, "the singly occupied fraction at given $K$" is not well defined. The step from $p$ back to $K$ is immediate, $K = (2-n-p)(n-p)/(4p^2)$ for $p \ne 0$; the question left is in which direction the physical root moves when $K$ changes. For $K>0$ and $0<n<2$, positivity of all three populations selects exactly one root, and at fixed $n$ that root falls strictly as $K$ grows.

In Lean 4 with Mathlib:

```lean
import Mathlib

open Set Filter Topology

namespace NegativeUDisproportionation

noncomputable section
```

## Populations at fixed mean occupancy

Let $P_0$, $P_1 = p$ and $P_2$ be the fractions of empty, singly occupied and doubly occupied centres. They obey normalisation and the definition of the mean occupancy,

$$P_0 + p + P_2 = 1, \qquad p + 2P_2 = n .$$

The second equation gives $P_2 = (n-p)/2$, and the first then gives $P_0 = 1 - p - (n-p)/2 = (2-n-p)/2$. These two expressions are taken as definitions, with $n$ and $p$ real numbers.

```lean
/-- Fraction of empty centres at mean occupancy `n` and singly occupied fraction `p`. -/
def emptyFrac (n p : ℝ) : ℝ := (2 - n - p) / 2

/-- Fraction of doubly occupied centres at mean occupancy `n` and singly occupied fraction `p`. -/
def doubleFrac (n p : ℝ) : ℝ := (n - p) / 2
```

The mass-action quotient of the reaction is products over reactants,

$$Q_n(p) = \frac{P_0 P_2}{p^2} ,$$

which is `massAction n p`.

```lean
/-- Mass-action quotient `P₀ P₂ / P₁²` of the disproportionation `2 D¹ ⇌ D⁰ + D²`. -/
def massAction (n p : ℝ) : ℝ := emptyFrac n p * doubleFrac n p / p ^ 2
```

Equilibrium means $P_0P_2 = Kp^2$; multiplied by 4 this is the balance above. All three states are required to be present: $p>0$, $P_0>0$ (that is $p<2-n$) and $P_2>0$ (that is $p<n$), together $0<p<\min(n,2-n)$. The predicate `IsEquilibrium K n p` is the conjunction of these bounds with the mass-action law. The law is assumed, and it stands for an ideal ensemble of identical centres that do not interact with one another, so that populations replace activities. The occupancy $n$ is a free parameter: how doping, an electrode potential or charge neutrality sets it is not modelled.

```lean
/-- `p` is an equilibrium singly occupied fraction: `0 < p < min n (2 - n)` and
`P₀ P₂ = K p²`. -/
def IsEquilibrium (K n p : ℝ) : Prop :=
  0 < p ∧ p < min n (2 - n) ∧ emptyFrac n p * doubleFrac n p = K * p ^ 2
```

To find a candidate solution, write $a = n(2-n)$ and expand the balance: $a - 2p + p^2 = 4Kp^2$, or $(4K-1)p^2 + 2p - a = 0$. Because $1-a = (1-n)^2$, a quarter of the discriminant is

$$s^2 = 1 + (4K-1)a = (1-n)^2 + 4Ka, \qquad s \ge 0 .$$

For $K \ne 1/4$ the root with the plus sign is $(s-1)/(4K-1)$. Multiplying numerator and denominator by $s+1$ and using $s^2-1 = (4K-1)a$ gives

$$p^*(K,n) = \frac{n(2-n)}{1+\sqrt{(1-n)^2 + 4Kn(2-n)}} ,$$

which is regular at $K=1/4$ and gives $2/3$ in the example. This route through the quadratic formula, like the example, only motivates the definition; the proofs start from the closed form and verify it directly. The function `singleFrac` is defined for all real arguments, `Real.sqrt` returning 0 on negative input, but the radicand is positive for $K>0$ and $0<n<2$, where the physical statements live.

```lean
/-- Closed form `n(2-n) / (1 + √((1-n)² + 4Kn(2-n)))` for the singly occupied fraction. -/
def singleFrac (K n : ℝ) : ℝ :=
  n * (2 - n) / (1 + Real.sqrt ((1 - n) ^ 2 + 4 * K * (n * (2 - n))))
```

The elimination of $P_0$ and $P_2$ is an equivalence: the two constraints hold exactly when $P_0$ and $P_2$ have the stated values. Both directions are linear in the unknowns, and `linarith` closes each. No positivity is needed here.

```lean
/-- Normalisation and mean occupancy `n` hold exactly when the empty and doubly occupied
fractions are `(2-n-p)/2` and `(n-p)/2`. -/
theorem populations_iff (P0 p P2 n : ℝ) :
    (P0 + p + P2 = 1 ∧ p + 2 * P2 = n) ↔ (P0 = emptyFrac n p ∧ P2 = doubleFrac n p) := by
  unfold emptyFrac doubleFrac
  constructor
  · rintro ⟨h1, h2⟩
    constructor <;> linarith
  · rintro ⟨h1, h2⟩
    constructor <;> linarith
```

## The quotient falls as single occupancy rises

Take $0<p<q<\min(n,2-n)$. Raising the singly occupied fraction from $p$ to $q$ lowers both other fractions,

$$0 \le P_0(q) < P_0(p), \qquad 0 \le P_2(q) < P_2(p),$$

so $P_0(q)P_2(q) < P_0(p)P_2(p)$. At the same time $p^2<q^2$. Multiplying these two strict inequalities, whose smaller sides are non-negative, gives $P_0(q)P_2(q)\,p^2 < P_0(p)P_2(p)\,q^2$, and dividing by $p^2q^2>0$ yields $Q_n(q)<Q_n(p)$.

`StrictAntiOn (massAction n) (Ioo 0 (min n (2 - n)))` says that $Q_n$ is strictly decreasing on the open physical interval. It holds for every real $n$, the interval being empty unless $0<n<2$. In the proof `e0`, `d0`, `e1`, `d1` are the four inequalities displayed, `hnum` and `hden` are the comparisons of numerator and denominator, and `div_lt_div_iff₀` performs the cross-multiplication.

```lean
/-- At fixed occupancy the mass-action quotient strictly decreases with `p` on
`0 < p < min n (2 - n)`. -/
theorem massAction_strictAntiOn (n : ℝ) :
    StrictAntiOn (massAction n) (Ioo 0 (min n (2 - n))) := by
  intro p hp q hq hpq
  have hp0 : 0 < p := hp.1
  have hq0 : 0 < q := hq.1
  obtain ⟨hq1, hq2⟩ := lt_min_iff.mp hq.2
  have e0 : 0 ≤ emptyFrac n q := by unfold emptyFrac; linarith
  have d0 : 0 ≤ doubleFrac n q := by unfold doubleFrac; linarith
  have e1 : emptyFrac n q < emptyFrac n p := by unfold emptyFrac; linarith
  have d1 : doubleFrac n q < doubleFrac n p := by unfold doubleFrac; linarith
  -- the numerator falls while the denominator grows
  have hnum := mul_lt_mul'' e1 d1 e0 d0
  have hden : p ^ 2 < q ^ 2 := by nlinarith
  unfold massAction
  rw [div_lt_div_iff₀ (pow_pos hq0 2) (pow_pos hp0 2)]
  exact mul_lt_mul'' hnum hden (mul_nonneg e0 d0) (sq_nonneg p)
```

## Ordering of equilibria

Since $p>0$, the law $P_0P_2 = Kp^2$ implies $Q_n(p) = K$. Let $p_1$ and $p_2$ be equilibria at the same $n$ for constants $K_1$ and $K_2$. If $p_2<p_1$, strict decrease gives $K_1 = Q_n(p_1) < Q_n(p_2) = K_2$. If instead $p_1 \le p_2$, then $K_2 = Q_n(p_2) \le Q_n(p_1) = K_1$, which excludes $K_1<K_2$. Hence

$$K_1<K_2 \iff p_2<p_1 .$$

The auxiliary statement `key` is the step $Q_n(p)=K$. The forward direction argues by contradiction with the weak form `antitoneOn`, and the backward direction applies the strict form. Nothing about the closed form enters.

```lean
/-- For two equilibria at the same occupancy, the larger constant `K` goes with the smaller
singly occupied fraction, and conversely. -/
theorem equilibrium_lt_iff {K₁ K₂ n p₁ p₂ : ℝ} (h₁ : IsEquilibrium K₁ n p₁)
    (h₂ : IsEquilibrium K₂ n p₂) : K₁ < K₂ ↔ p₂ < p₁ := by
  have key : ∀ K p, IsEquilibrium K n p → massAction n p = K := by
    intro K p h
    unfold massAction
    rw [div_eq_iff (pow_pos h.1 2).ne']
    exact h.2.2
  have m₁ : p₁ ∈ Ioo 0 (min n (2 - n)) := ⟨h₁.1, h₁.2.1⟩
  have m₂ : p₂ ∈ Ioo 0 (min n (2 - n)) := ⟨h₂.1, h₂.2.1⟩
  have k₁ := key _ _ h₁
  have k₂ := key _ _ h₂
  constructor
  · intro hK
    by_contra hc
    have := (massAction_strictAntiOn n).antitoneOn m₁ m₂ (not_lt.mp hc)
    linarith
  · intro hp
    have := massAction_strictAntiOn n m₂ m₁ hp
    linarith
```

## The closed form is an equilibrium

Let $K>0$ and $0<n<2$, so $a>0$ and $4Ka>0$. Then $s^2>(1-n)^2$ with $s\ge0$, which means $-s<1-n<s$. Also $1+s>0$, so $p^* = a/(1+s)>0$. The upper bounds follow after multiplying by $1+s$:

$$n(1+s) - a = n\,[\,s-(1-n)\,] > 0, \qquad (2-n)(1+s) - a = (2-n)\,[\,s+(1-n)\,] > 0 ,$$

so $p^*<n$ and $p^*<2-n$. For the balance, write $p = p^*$. From $p(1+s) = a$ we have $ps = a-p$. Squaring and inserting $s^2 = 1-a+4Ka$,

$$p^2(1-a+4Ka) = a^2 - 2ap + p^2 \quad\Longrightarrow\quad 4Ka\,p^2 = a\,(a - 2p + p^2),$$

and cancelling $a \ne 0$ leaves $4Kp^2 = a-2p+p^2 = (2-n-p)(n-p)$.

The first `generalize` replaces the square root by a variable `s` known only through `hs`, the value of $s^2$, and `hs0`, its sign. `abs_lt_of_sq_lt_sq'` yields the two-sided bound on $1-n$, and the two `nlinarith` calls are handed the displayed products. In the last goal `hp` is $p(1+s)=a$, and `mul_left_cancel₀` multiplies the target by $a$. The `linear_combination` multiplies `hp` by $[p(1-s)-a]/4$, which produces $[(p-a)^2 - p^2s^2]/4 = 0$, the squaring step, and adds $p^2/4$ times `hs`, the substitution for $s^2$.

```lean
/-- For `K > 0` and `0 < n < 2` the closed form is an equilibrium singly occupied fraction. -/
theorem singleFrac_isEquilibrium {K n : ℝ} (hK : 0 < K) (hn0 : 0 < n) (hn2 : n < 2) :
    IsEquilibrium K n (singleFrac K n) := by
  have hm : 0 < 2 - n := by linarith
  have ha : 0 < n * (2 - n) := mul_pos hn0 hm
  have hKa : 0 < 4 * K * (n * (2 - n)) := by positivity
  have hD : 0 ≤ (1 - n) ^ 2 + 4 * K * (n * (2 - n)) := add_nonneg (sq_nonneg _) hKa.le
  have hs := Real.sq_sqrt hD
  have hs0 := Real.sqrt_nonneg ((1 - n) ^ 2 + 4 * K * (n * (2 - n)))
  unfold IsEquilibrium singleFrac emptyFrac doubleFrac
  generalize Real.sqrt ((1 - n) ^ 2 + 4 * K * (n * (2 - n))) = s at hs hs0 ⊢
  -- the square root s exceeds |1 - n|
  obtain ⟨hl, hr⟩ := abs_lt_of_sq_lt_sq' (show (1 - n) ^ 2 < s ^ 2 by linarith) hs0
  have h1s : 0 < 1 + s := by linarith
  refine ⟨div_pos ha h1s, lt_min ?_ ?_, ?_⟩
  · rw [div_lt_iff₀ h1s]
    nlinarith [mul_pos hn0 (show 0 < s - (1 - n) by linarith)]
  · rw [div_lt_iff₀ h1s]
    nlinarith [mul_pos hm (show 0 < s + (1 - n) by linarith)]
  · have hp : n * (2 - n) / (1 + s) * (1 + s) = n * (2 - n) := div_mul_cancel₀ _ h1s.ne'
    generalize n * (2 - n) / (1 + s) = p at hp ⊢
    apply mul_left_cancel₀ ha.ne'
    linear_combination (p * (1 - s) - n * (2 - n)) / 4 * hp + p ^ 2 / 4 * hs
```

## Existence, uniqueness and monotonic dependence on the constant

If $p$ is any equilibrium for $K$, compare it with $p^*(K,n)$. Either strict inequality between them would give $K<K$ by the ordering result, so $p = p^*$. Applying the same result to $p^*(K_1,n)$ and $p^*(K_2,n)$ with $0<K_1<K_2$ gives $p^*(K_2,n)<p^*(K_1,n)$.

The theorem `disproportionation_balance` fixes $n$ with $0<n<2$ and states three things. For every $K>0$ there is exactly one real $p$ (`∃!`) with $0<p<\min(n,2-n)$ and $(2-n-p)(n-p)=4Kp^2$. For every $K>0$, a number $p$ satisfies `IsEquilibrium K n p` if and only if it equals `singleFrac K n`. Finally, $K\mapsto p^*(K,n)$ is strictly decreasing on $(0,\infty)$, written `Ioi 0`. Uniqueness is asserted within the physical interval only, in line with the second root met at the start. In the proof `huniq` is the comparison argument, and the combinations `4 * h3` and `(1 / 4) * h3` convert between $P_0P_2 = Kp^2$ and the balance.

```lean
/-- For `0 < n < 2` and every `K > 0` the balance `(2-n-p)(n-p) = 4Kp²` has exactly one solution
with `0 < p < min n (2 - n)`; the equilibrium fraction is the closed form, which strictly
decreases with `K`. -/
theorem disproportionation_balance {n : ℝ} (hn0 : 0 < n) (hn2 : n < 2) :
    (∀ K, 0 < K →
      ∃! p, 0 < p ∧ p < min n (2 - n) ∧ (2 - n - p) * (n - p) = 4 * K * p ^ 2) ∧
    (∀ K, 0 < K → ∀ p, IsEquilibrium K n p ↔ p = singleFrac K n) ∧
    StrictAntiOn (fun K => singleFrac K n) (Ioi 0) := by
  have huniq : ∀ K, 0 < K → ∀ p, IsEquilibrium K n p → p = singleFrac K n := by
    intro K hK p hp
    have hq := singleFrac_isEquilibrium hK hn0 hn2
    -- neither solution can exceed the other, since K < K fails
    exact le_antisymm
      (not_lt.mp fun h => lt_irrefl K ((equilibrium_lt_iff hp hq).mpr h))
      (not_lt.mp fun h => lt_irrefl K ((equilibrium_lt_iff hq hp).mpr h))
  refine ⟨fun K hK => ⟨singleFrac K n, ?_, ?_⟩, fun K hK p => ⟨huniq K hK p, ?_⟩, ?_⟩
  · obtain ⟨h1, h2, h3⟩ := singleFrac_isEquilibrium hK hn0 hn2
    unfold emptyFrac doubleFrac at h3
    exact ⟨h1, h2, by linear_combination 4 * h3⟩
  · rintro p ⟨h1, h2, h3⟩
    refine huniq K hK p ⟨h1, h2, ?_⟩
    unfold emptyFrac doubleFrac
    linear_combination (1 / 4) * h3
  · rintro rfl
    exact singleFrac_isEquilibrium hK hn0 hn2
  · intro K₁ h₁ K₂ h₂ hK
    exact (equilibrium_lt_iff (singleFrac_isEquilibrium h₁ hn0 hn2)
      (singleFrac_isEquilibrium h₂ hn0 hn2)).mp hK
```

The range of parameters is sharp. If an equilibrium exists, then $0<p<n$ and $n<2-p<2$. Further $P_0P_2>0$ equals $Kp^2$, whereas $K\le0$ would make $Kp^2\le0$; this contradiction is the closing `nlinarith`.

```lean
/-- An equilibrium fraction can exist only if `K > 0` and `0 < n < 2`. -/
theorem conditions_of_equilibrium {K n p : ℝ} (h : IsEquilibrium K n p) :
    0 < K ∧ 0 < n ∧ n < 2 := by
  obtain ⟨h0, h1, h2⟩ := h
  obtain ⟨ha, hb⟩ := lt_min_iff.mp h1
  refine ⟨?_, by linarith, by linarith⟩
  have e0 : 0 < emptyFrac n p := by unfold emptyFrac; linarith
  have d0 : 0 < doubleFrac n p := by unfold doubleFrac; linarith
  have hpos := mul_pos e0 d0
  by_contra hc
  nlinarith [mul_nonneg (neg_nonneg.mpr (not_lt.mp hc)) (sq_nonneg p)]
```

## Sign of the correlation energy

Let $E_0,E_1,E_2$ be the energies of the three charge states, $U = E_0+E_2-2E_1$ the effective correlation energy (the energy change of the reaction), and $\beta>0$ the inverse temperature. The choice $K = e^{-\beta U}/4$ is postulated in the next theorem. It is the Boltzmann factor of the reaction times the degeneracy ratio $1\cdot1/2^2$ of a single orbital, whose singly occupied state is a spin doublet and whose empty and doubly occupied states are non-degenerate.

At $U=0$, $K=1/4$ and $s^2 = (1-n)^2 + n(2-n) = 1$, so $p^* = n(2-n)/2 = 2\cdot\frac n2\left(1-\frac n2\right)$, the value for two spin orbitals filled independently with probability $n/2$. By the ordering result, $p^*(K,n)<p^*(1/4,n)$ is equivalent to $1/4<K$, that is to $e^{-\beta U}>1$. If $U\ge0$ then $e^{-\beta U}\le e^0=1$. If $U<0$ then $e^{-\beta U}\ge 1-\beta U>1$. Therefore single occupancy lies below the uncorrelated value exactly when $U<0$. In the proof `hq` evaluates the case $K=1/4$, the rewrite with `equilibrium_lt_iff` turns the claim into an inequality between constants, and `Real.exp_le_exp` and `Real.add_one_le_exp` supply the two estimates.

```lean
/-- With `K = exp(-βU)/4`, `β > 0` and `0 < n < 2`, the singly occupied fraction lies below
`n(2-n)/2` exactly when the correlation energy `U` is negative. -/
theorem singleFrac_lt_iff_negU {β U n : ℝ} (hβ : 0 < β) (hn0 : 0 < n) (hn2 : n < 2) :
    singleFrac (Real.exp (-(β * U)) / 4) n < n * (2 - n) / 2 ↔ U < 0 := by
  -- K = 1/4, that is U = 0, gives n(2-n)/2
  have hq : singleFrac (1 / 4) n = n * (2 - n) / 2 := by
    unfold singleFrac
    have h1 : (1 - n) ^ 2 + 4 * (1 / 4) * (n * (2 - n)) = 1 := by ring
    rw [h1, Real.sqrt_one, one_add_one_eq_two]
  have hK : 0 < Real.exp (-(β * U)) / 4 := by positivity
  rw [← hq, ← equilibrium_lt_iff (singleFrac_isEquilibrium (by norm_num) hn0 hn2)
    (singleFrac_isEquilibrium hK hn0 hn2)]
  constructor
  · intro h
    by_contra hc
    have h1 : Real.exp (-(β * U)) ≤ Real.exp 0 :=
      Real.exp_le_exp.mpr (by linarith [mul_nonneg hβ.le (not_lt.mp hc)])
    rw [Real.exp_zero] at h1
    linarith
  · intro h
    have h1 := Real.add_one_le_exp (-(β * U))
    linarith [mul_neg_of_pos_of_neg hβ h]
```

In this model of mutually non-interacting single-orbital centres, $p$ is the fraction carrying an unpaired electron spin, so a negative $U$ obtained from total energies of three charge states corresponds to fewer unpaired spins than independent filling at the same $n$ would give. This reading rests on $K = e^{-\beta U}/4$, which counts no entropy difference between the charge states other than the spin degeneracy. The origin of a negative $U$, such as lattice relaxation, is not described: $U$ is an arbitrary real number.

For $K\to\infty$ at fixed $0<n<2$, the term $4Ka$ diverges because $a>0$, hence so do the radicand, $s$ and $1+s$, while the numerator $a$ is constant. Thus $p^*\to0$. The facts `h1` and `h2` are the divergence of $4Ka$ and of $s$, and `Tendsto.div_atTop` concludes. No rate of approach is stated.

```lean
/-- For `0 < n < 2` the singly occupied fraction tends to zero as `K → ∞`. -/
theorem singleFrac_tendsto_zero {n : ℝ} (hn0 : 0 < n) (hn2 : n < 2) :
    Tendsto (fun K => singleFrac K n) atTop (𝓝 0) := by
  have ha : 0 < n * (2 - n) := mul_pos hn0 (by linarith)
  have h1 : Tendsto (fun K : ℝ => 4 * K * (n * (2 - n))) atTop atTop :=
    Tendsto.atTop_mul_const ha (Tendsto.const_mul_atTop (by norm_num) tendsto_id)
  have h2 := Real.tendsto_sqrt_atTop.comp (tendsto_atTop_add_const_left _ ((1 - n) ^ 2) h1)
  exact Tendsto.div_atTop tendsto_const_nhds (tendsto_atTop_add_const_left _ 1 h2)
```

## Populations from statistical weights

For the single-orbital centre (degeneracies 1, 2, 1) in contact with an electron reservoir at chemical potential $\mu$, the grand-canonical weights of the three states, relative to that of the empty state, are $1$, $2z$ and $wz^2$, with $z = e^{\beta(\mu-E_1+E_0)}$ and $w=e^{-\beta U}$. The theorem treats $z$ and $w$ as arbitrary positive reals. With $Z = 1+2z+wz^2$,

$$p = \frac{2z}{Z}, \qquad n = \frac{2z+2wz^2}{Z} .$$

Then $(2-n-p)/2 = (2Z-4z-2wz^2)/(2Z) = 1/Z$ and $(n-p)/2 = wz^2/Z$. Both are positive, which gives the bounds on $p$, and their product is $wz^2/Z^2 = (w/4)\,p^2$. So $p$ is an equilibrium with $K=w/4$, independent of $z$, and this is where the factor $1/4$ comes from for these degeneracies. The facts `he` and `hd` are the two fractions and `h` assembles the equilibrium. `conditions_of_equilibrium` then delivers $K>0$ and $0<n<2$, and the second part of the main theorem identifies $2z/Z$ with $p^*(w/4,n)$. The statement goes from $z$ to $n$; whether every $n$ in $(0,2)$ arises from some $z$ is not part of it.

```lean
/-- For positive statistical weights `1, 2z, wz²` of the three charge states, the singly
occupied fraction is the closed form with `K = w/4` at the mean occupancy of these weights. -/
theorem singleFrac_of_weights {z w : ℝ} (hz : 0 < z) (hw : 0 < w) :
    2 * z / (1 + 2 * z + w * z ^ 2) =
      singleFrac (w / 4) ((2 * z + 2 * (w * z ^ 2)) / (1 + 2 * z + w * z ^ 2)) := by
  have hZ : 0 < 1 + 2 * z + w * z ^ 2 := by positivity
  have hne := hZ.ne'
  have he : emptyFrac ((2 * z + 2 * (w * z ^ 2)) / (1 + 2 * z + w * z ^ 2))
      (2 * z / (1 + 2 * z + w * z ^ 2)) = 1 / (1 + 2 * z + w * z ^ 2) := by
    unfold emptyFrac
    field_simp
    ring
  have hd : doubleFrac ((2 * z + 2 * (w * z ^ 2)) / (1 + 2 * z + w * z ^ 2))
      (2 * z / (1 + 2 * z + w * z ^ 2)) = w * z ^ 2 / (1 + 2 * z + w * z ^ 2) := by
    unfold doubleFrac
    ring
  have e0 : 0 < 1 / (1 + 2 * z + w * z ^ 2) := by positivity
  have d0 : 0 < w * z ^ 2 / (1 + 2 * z + w * z ^ 2) := by positivity
  have h : IsEquilibrium (w / 4) ((2 * z + 2 * (w * z ^ 2)) / (1 + 2 * z + w * z ^ 2))
      (2 * z / (1 + 2 * z + w * z ^ 2)) := by
    refine ⟨by positivity, lt_min ?_ ?_, ?_⟩
    · unfold doubleFrac at hd
      linarith
    · unfold emptyFrac at he
      linarith
    · rw [he, hd]
      ring
  obtain ⟨hK, hn0, hn2⟩ := conditions_of_equilibrium h
  exact ((disproportionation_balance hn0 hn2).2.1 _ hK _).mp h

end

end NegativeUDisproportionation
```

```lean
#print axioms NegativeUDisproportionation.populations_iff
#print axioms NegativeUDisproportionation.singleFrac_lt_iff_negU
#print axioms NegativeUDisproportionation.singleFrac_tendsto_zero
#print axioms NegativeUDisproportionation.singleFrac_of_weights
```

```
'NegativeUDisproportionation.populations_iff' depends on axioms: [propext, Classical.choice, Quot.sound]
'NegativeUDisproportionation.singleFrac_lt_iff_negU' depends on axioms: [propext, Classical.choice, Quot.sound]
'NegativeUDisproportionation.singleFrac_tendsto_zero' depends on axioms: [propext, Classical.choice, Quot.sound]
'NegativeUDisproportionation.singleFrac_of_weights' depends on axioms: [propext, Classical.choice, Quot.sound]
```
